# The Lindblad dissipators of a Hilbert–Schmidt orthonormal basis sum to $\mathrm{Tr}(\rho)\,I-n\rho$

An explicit master-equation integrator, such as a Runge–Kutta scheme, evaluates the dissipative part of $d\rho/dt$ at every time step. If the jump operators form a Hilbert–Schmidt orthonormal basis $F_a$ of the $n\times n$ matrices and all act at the same rate $\gamma$, the loop over $n^2$ dissipators can be replaced by one line,

`drho = gamma * (trace(rho) * I - n * rho)`

to which any Hamiltonian term is added separately. The basis does not appear in it. The problems below derive this formula with $\gamma=1$, so time is measured in units of $1/\gamma$. It describes isotropic Markovian noise on a finite-dimensional quantum system.

## Bases, dissipators and the depolarised state

In the code `n` is a finite type of matrix indices, and the dimension, written $n$ in the text, is `Fintype.card n`. The type `ι` labels the jump operators, and `ᴴ` is the dagger.

In Lean 4 with Mathlib:

```lean
import Mathlib

open scoped Matrix

namespace DepolarisingGenerator

noncomputable section

variable {n ι : Type*} [Fintype n] [DecidableEq n] [Fintype ι] [DecidableEq ι]
```

The hypothesis `IsHSBasis F` says that $\mathrm{Tr}(F_a^\dagger F_b)=\delta_{ab}$ and that the complex span of the $F_a$ is the whole matrix space.

```lean
/-- A family of matrices that is orthonormal for the Hilbert-Schmidt inner product
`Tr(A† B)` and spans the space of all complex square matrices. -/
structure IsHSBasis (F : ι → Matrix n n ℂ) : Prop where
  orthonormal : ∀ a b, ((F a)ᴴ * F b).trace = if a = b then 1 else 0
  complete : Submodule.span ℂ (Set.range F) = ⊤
```

The dissipator is $D[L]\rho=L\rho L^\dagger-\tfrac12(L^\dagger L\rho+\rho L^\dagger L)$. Here $\rho$ may be any complex matrix; neither positivity nor unit trace is assumed.

```lean
/-- The Lindblad dissipator with jump operator `L`, acting on `ρ`. -/
def dissipator (L ρ : Matrix n n ℂ) : Matrix n n ℂ :=
  L * ρ * Lᴴ - (1 / 2 : ℂ) • (Lᴴ * L * ρ + ρ * (Lᴴ * L))
```

The candidate solution of the master equation is $\rho(t)=e^{-nt}\rho+(1-e^{-nt})\frac{\mathrm{Tr}\rho}{n}I$.

```lean
/-- The affine combination of `ρ` and a multiple of the identity of the same trace, in which `ρ` has
weight `exp (-n t)`. -/
def depolarised (ρ : Matrix n n ℂ) (t : ℝ) : Matrix n n ℂ :=
  Complex.exp (-(Fintype.card n : ℂ) * (t : ℂ)) • ρ +
    ((1 - Complex.exp (-(Fintype.card n : ℂ) * (t : ℂ))) *
      (ρ.trace / (Fintype.card n : ℂ))) • (1 : Matrix n n ℂ)
```

## (a) Reading an entry with a matrix unit

Let $E_{ij}$ have a 1 at position $(i,j)$ and zeros elsewhere. Show that $\mathrm{Tr}(E_{ij}^\dagger X)=X_{ij}$.

**Solution.** Written out, the trace is $\sum_{a,b}\overline{(E_{ij})_{ba}}\,X_{ba}$, and only $b=i$, $a=j$ contributes. The two uses of `Finset.sum_eq_single` select these indices.

```lean
/-- The Hilbert-Schmidt inner product of a matrix unit with `X` is an entry of `X`. -/
theorem trace_single_mul (i j : n) (X : Matrix n n ℂ) :
    ((Matrix.single i j (1 : ℂ))ᴴ * X).trace = X i j := by
  simp only [Matrix.trace, Matrix.diag_apply, Matrix.mul_apply, Matrix.conjTranspose_apply]
  rw [Finset.sum_eq_single j, Finset.sum_eq_single i]
  · simp
  · intro b _ hb
    simp [Ne.symm hb]
  · simp
  · intro a _ ha
    exact Finset.sum_eq_zero fun b _ => by simp [Ne.symm ha]
  · simp
```

## (b) Expanding a matrix in the basis

Show that $X=\sum_a\mathrm{Tr}(F_a^\dagger X)\,F_a$.

**Solution.** Since the $F_b$ span the space, $X=\sum_b c_bF_b$ for some coefficients. Orthonormality gives $\mathrm{Tr}(F_a^\dagger X)=\sum_b c_b\delta_{ab}=c_a$. In the proof, `obtain` supplies the coefficients and `hc` evaluates the trace.

```lean
omit [DecidableEq n] in
/-- Every matrix is the sum of the basis elements weighted by its Hilbert-Schmidt
inner products with them. -/
theorem IsHSBasis.expansion {F : ι → Matrix n n ℂ} (h : IsHSBasis F) (X : Matrix n n ℂ) :
    ∑ a, ((F a)ᴴ * X).trace • F a = X := by
  have hX : X ∈ Submodule.span ℂ (Set.range F) := by
    rw [h.complete]
    exact Submodule.mem_top
  obtain ⟨c, rfl⟩ := (Submodule.mem_span_range_iff_exists_fun ℂ).1 hX
  refine Finset.sum_congr rfl fun a _ => ?_
  -- orthonormality picks out the coefficient of `F a`
  have hc : ((F a)ᴴ * ∑ b, c b • F b).trace = c a := by
    simp only [Matrix.mul_sum, Matrix.trace_sum, Matrix.mul_smul, Matrix.trace_smul,
      h.orthonormal]
    simp
  rw [hc]
```

## (c) Completeness in matrix entries

Show that $\sum_a (F_a)_{ij}\overline{(F_a)_{kl}}=\delta_{ki}\delta_{lj}$.

**Solution.** Complex conjugation of (a) gives $\mathrm{Tr}(A^\dagger E_{kl})=\overline{A_{kl}}$, which is `hs`. By (b), therefore, $E_{kl}=\sum_a\overline{(F_a)_{kl}}\,F_a$. The $(i,j)$ entry of this equation, called `e` in the code, is the claim.

```lean
/-- The completeness relation of a Hilbert-Schmidt basis, written in matrix entries. -/
theorem IsHSBasis.completeness {F : ι → Matrix n n ℂ} (h : IsHSBasis F) (i j k l : n) :
    ∑ a, F a i j * star (F a k l) = if k = i ∧ l = j then 1 else 0 := by
  have hs : ∀ A : Matrix n n ℂ, (Aᴴ * Matrix.single k l (1 : ℂ)).trace = star (A k l) := by
    intro A
    rw [← trace_single_mul k l A, ← Matrix.trace_conjTranspose, Matrix.conjTranspose_mul,
      Matrix.conjTranspose_conjTranspose]
  -- expand a matrix unit in the basis and read off one entry
  have e := congrFun (congrFun (h.expansion (Matrix.single k l (1 : ℂ))) i) j
  simp only [hs, Matrix.sum_apply, Matrix.smul_apply, smul_eq_mul, Matrix.single_apply] at e
  exact (Finset.sum_congr rfl fun a _ => mul_comm _ _).trans e
```

## (d) The jump terms

Show that $\sum_aF_aXF_a^\dagger=\mathrm{Tr}(X)\,I$.

**Solution.** Take the $(i,j)$ entry, move the sum over $a$ inside and use (c):
$$\sum_{l,k}X_{kl}\sum_a(F_a)_{ik}\overline{(F_a)_{jl}}=\sum_{l,k}X_{kl}\,\delta_{ji}\delta_{lk}=\delta_{ij}\,\mathrm{Tr}X.$$
The first `calc` step reorders the sums; the second applies completeness and separates $i=j$ from $i\neq j$.

```lean
/-- The jump terms of a Hilbert-Schmidt basis add up to the trace times the identity. -/
theorem IsHSBasis.sum_jump {F : ι → Matrix n n ℂ} (h : IsHSBasis F) (X : Matrix n n ℂ) :
    ∑ a, F a * X * (F a)ᴴ = X.trace • (1 : Matrix n n ℂ) := by
  ext i j
  calc (∑ a, F a * X * (F a)ᴴ) i j
      = ∑ l, ∑ k, X k l * ∑ a, F a i k * star (F a j l) := by
        simp only [Matrix.sum_apply, Matrix.mul_apply, Matrix.conjTranspose_apply,
          Finset.sum_mul, Finset.mul_sum]
        refine Finset.sum_comm.trans (Finset.sum_congr rfl fun l _ => ?_)
        refine Finset.sum_comm.trans (Finset.sum_congr rfl fun k _ => ?_)
        exact Finset.sum_congr rfl fun a _ => by ring
    _ = (X.trace • (1 : Matrix n n ℂ)) i j := by
        simp only [h.completeness]
        by_cases hij : j = i
        · subst hij
          simp [Matrix.trace]
        · simp [hij, Ne.symm hij]
```

## (e) The total decay operator

Show that $\sum_aF_a^\dagger F_a=nI$.

**Solution.** The $(i,j)$ entry is
$$\sum_k\sum_a(F_a)_{kj}\overline{(F_a)_{ki}}=\sum_k\delta_{kk}\delta_{ij}=n\,\delta_{ij}.$$
The proof has the same two stages as in (d).

```lean
/-- The products `F_a† F_a` of a Hilbert-Schmidt basis add up to the dimension times
the identity. -/
theorem IsHSBasis.sum_rate {F : ι → Matrix n n ℂ} (h : IsHSBasis F) :
    ∑ a, (F a)ᴴ * F a = (Fintype.card n : ℂ) • (1 : Matrix n n ℂ) := by
  ext i j
  calc (∑ a, (F a)ᴴ * F a) i j = ∑ k, ∑ a, F a k j * star (F a k i) := by
        simp only [Matrix.sum_apply, Matrix.mul_apply, Matrix.conjTranspose_apply]
        refine Finset.sum_comm.trans (Finset.sum_congr rfl fun k _ => ?_)
        exact Finset.sum_congr rfl fun a _ => mul_comm _ _
    _ = ((Fintype.card n : ℂ) • (1 : Matrix n n ℂ)) i j := by
        simp only [h.completeness]
        by_cases hij : i = j
        · subst hij
          simp
        · simp [hij]
```

## (f) The depolarising generator

Show that $\sum_aD[F_a]\rho=\mathrm{Tr}(\rho)\,I-n\rho$.

**Solution.** The dissipator is linear in the combinations computed in (d) and (e), so
$$\sum_aD[F_a]\rho=\mathrm{Tr}(\rho)\,I-\tfrac12(n\rho+\rho\,n)=\mathrm{Tr}(\rho)\,I-n\rho.$$
The first `simp only` distributes the sum, `rw` inserts the two results, and `module` combines the halves. Basis independence is visible in the statement: `F` is absent from the right-hand side.

```lean
/-- For every Hilbert-Schmidt orthonormal basis of jump operators, the sum of the Lindblad
dissipators sends `ρ` to `Tr(ρ) I - n ρ`. -/
theorem IsHSBasis.sum_dissipator {F : ι → Matrix n n ℂ} (h : IsHSBasis F)
    (ρ : Matrix n n ℂ) :
    ∑ a, dissipator (F a) ρ =
      ρ.trace • (1 : Matrix n n ℂ) - (Fintype.card n : ℂ) • ρ := by
  simp only [dissipator, Finset.sum_sub_distrib, ← Finset.smul_sum, Finset.sum_add_distrib,
    ← Matrix.sum_mul, ← Matrix.mul_sum]
  rw [h.sum_jump, h.sum_rate]
  simp only [Matrix.smul_mul, Matrix.mul_smul, Matrix.one_mul, Matrix.mul_one]
  module
```

Both parts of the hypothesis matter. For $n=2$, the single operator $I/\sqrt2$ is normalised but does not span. Its dissipator vanishes, whereas the formula would give $\mathrm{diag}(-1,1)$ for $\rho=\mathrm{diag}(1,0)$. Conversely, $I,\sigma_x,\sigma_y,\sigma_z$ span but have squared norm 2, and their dissipators add up to twice the stated result. A qubit code that uses bare Pauli matrices must account for this factor; the normalised operators are $\sigma/\sqrt2$. The identity itself can be left out, because its dissipator vanishes: the three operators $\sigma_x/\sqrt2,\sigma_y/\sqrt2,\sigma_z/\sqrt2$ of the usual qubit depolarising noise do not span the space, yet their dissipators already add up to the stated result.

## (g) Stationary matrices

Show that the summed dissipators annihilate $\rho$ exactly when $\rho=cI$ for some complex $c$.

**Solution.** By (f), stationarity means $\mathrm{Tr}(\rho)\,I=n\rho$. For $n\ge1$, division by $n$ gives $\rho=(\mathrm{Tr}\rho/n)\,I$. Conversely, $\mathrm{Tr}(cI)\,I=ncI$. For $n=0$ the only matrix is the empty one, which the proof treats as a separate case. With unit trace, the stationary state is the maximally mixed state $I/n$.

```lean
/-- The matrices annihilated by the summed dissipators are exactly the multiples of the
identity. -/
theorem IsHSBasis.stationary_iff {F : ι → Matrix n n ℂ} (h : IsHSBasis F)
    (ρ : Matrix n n ℂ) :
    ∑ a, dissipator (F a) ρ = 0 ↔ ∃ c : ℂ, ρ = c • (1 : Matrix n n ℂ) := by
  rw [h.sum_dissipator, sub_eq_zero]
  constructor
  · intro e
    rcases isEmpty_or_nonempty n with hn | hn
    · exact ⟨0, by ext i; exact isEmptyElim i⟩
    · have hc : (Fintype.card n : ℂ) ≠ 0 := Nat.cast_ne_zero.2 Fintype.card_ne_zero
      refine ⟨(Fintype.card n : ℂ)⁻¹ * ρ.trace, ?_⟩
      rw [mul_smul, e, smul_smul, inv_mul_cancel₀ hc, one_smul]
  · rintro ⟨c, rfl⟩
    rw [Matrix.trace_smul, Matrix.trace_one, smul_smul, smul_eq_mul, mul_comm]
```

## (h) The explicit evolution

Show that $\rho(t)$ starts at $\rho$ and satisfies $\dot\rho(t)=\sum_aD[F_a]\rho(t)$ entry by entry.

**Solution.** At $t=0$ the second term vanishes and $\rho(0)=\rho$. An entry exists only if $n\ge1$, so set $m=\mathrm{Tr}\rho/n$. Then
$$\rho(t)_{ij}=e^{-nt}(\rho_{ij}-m\delta_{ij})+m\delta_{ij},\qquad \dot\rho(t)_{ij}=-n\,e^{-nt}(\rho_{ij}-m\delta_{ij}).$$
The trace is conserved: $\mathrm{Tr}\rho(t)=e^{-nt}\,\mathrm{Tr}\rho+(1-e^{-nt})\,nm=\mathrm{Tr}\rho$. By (f) the generator therefore has entries
$$nm\,\delta_{ij}-n\rho(t)_{ij}=-n\,e^{-nt}(\rho_{ij}-m\delta_{ij}),$$
which equal the derivative. In the code `htr` is trace conservation, `hfun` the rewritten entry and `h2` its derivative. The theorem covers every real $t$ and makes no statement about uniqueness of the solution.

In a simulation, this closed form provides a reference trajectory for testing an integrator with the Hamiltonian switched off.

```lean
/-- The depolarised matrix starts at `ρ` and solves, entry by entry, the master equation
whose generator is the sum of the dissipators. -/
theorem IsHSBasis.depolarised_solves {F : ι → Matrix n n ℂ} (h : IsHSBasis F)
    (ρ : Matrix n n ℂ) :
    depolarised ρ 0 = ρ ∧ ∀ (t : ℝ) (i j : n),
      HasDerivAt (fun s => depolarised ρ s i j)
        ((∑ a, dissipator (F a) (depolarised ρ t)) i j) t := by
  refine ⟨by simp [depolarised], fun t i j => ?_⟩
  have : Nonempty n := ⟨i⟩
  have hn : (Fintype.card n : ℂ) ≠ 0 := Nat.cast_ne_zero.2 Fintype.card_ne_zero
  have hc : ρ.trace / (Fintype.card n : ℂ) * (Fintype.card n : ℂ) = ρ.trace :=
    div_mul_cancel₀ _ hn
  -- the depolarised matrix has the same trace as `ρ`
  have htr : (depolarised ρ t).trace = ρ.trace := by
    simp only [depolarised, Matrix.trace_add, Matrix.trace_smul, Matrix.trace_one, smul_eq_mul]
    linear_combination (1 - Complex.exp (-(Fintype.card n : ℂ) * (t : ℂ))) * hc
  have h1 : HasDerivAt (fun s : ℝ => (s : ℂ)) 1 t := by
    simpa using (hasDerivAt_id t).ofReal_comp
  have h2 := ((h1.const_mul (-(Fintype.card n : ℂ))).cexp.mul_const
    (ρ i j - ρ.trace / (Fintype.card n : ℂ) * (1 : Matrix n n ℂ) i j)).add_const
    (ρ.trace / (Fintype.card n : ℂ) * (1 : Matrix n n ℂ) i j)
  -- each entry relaxes exponentially to its stationary value
  have hfun : (fun s : ℝ => depolarised ρ s i j) = fun s : ℝ =>
      Complex.exp (-(Fintype.card n : ℂ) * (s : ℂ)) *
        (ρ i j - ρ.trace / (Fintype.card n : ℂ) * (1 : Matrix n n ℂ) i j) +
        ρ.trace / (Fintype.card n : ℂ) * (1 : Matrix n n ℂ) i j := by
    funext s
    simp only [depolarised, Matrix.add_apply, Matrix.smul_apply, smul_eq_mul]
    ring
  rw [hfun, h.sum_dissipator, htr]
  refine h2.congr_deriv ?_
  simp only [depolarised, Matrix.sub_apply, Matrix.add_apply, Matrix.smul_apply, smul_eq_mul]
  linear_combination (1 : Matrix n n ℂ) i j * hc
```

## (i) A basis in every dimension

Show that the matrix units $E_{ij}$ satisfy the hypothesis.

**Solution.** By (a), $\mathrm{Tr}(E_{ij}^\dagger E_{kl})=(E_{kl})_{ij}=\delta_{ki}\delta_{lj}$, which is orthonormality for operators labelled by index pairs. They span because $X=\sum_{i,j}X_{ij}E_{ij}$. As jump operators, they are the transitions $|i\rangle\langle j|$ together with the projectors $|i\rangle\langle i|$, all at equal rate.

```lean
/-- The matrix units form a Hilbert-Schmidt orthonormal basis in every dimension. -/
theorem isHSBasis_witness :
    IsHSBasis (fun p : n × n => Matrix.single p.1 p.2 (1 : ℂ)) where
  orthonormal := by
    intro a b
    show ((Matrix.single a.1 a.2 (1 : ℂ))ᴴ * Matrix.single b.1 b.2 (1 : ℂ)).trace = _
    rw [trace_single_mul, Matrix.single_apply]
    refine if_congr ?_ rfl rfl
    rw [eq_comm (a := a), Prod.ext_iff]
  complete := by
    rw [eq_top_iff]
    intro X _
    rw [Matrix.matrix_eq_sum_single X]
    refine Submodule.sum_mem _ fun i _ => Submodule.sum_mem _ fun j _ => ?_
    have e : Matrix.single i j (X i j) = X i j • Matrix.single i j (1 : ℂ) := by
      simp [Matrix.smul_single]
    rw [e]
    exact Submodule.smul_mem _ _ (Submodule.subset_span ⟨(i, j), rfl⟩)

end

end DepolarisingGenerator
```

```lean
#print axioms DepolarisingGenerator.IsHSBasis.sum_dissipator
#print axioms DepolarisingGenerator.IsHSBasis.stationary_iff
#print axioms DepolarisingGenerator.IsHSBasis.depolarised_solves
```

```
'DepolarisingGenerator.IsHSBasis.sum_dissipator' depends on axioms: [propext, Classical.choice, Quot.sound]
'DepolarisingGenerator.IsHSBasis.stationary_iff' depends on axioms: [propext, Classical.choice, Quot.sound]
'DepolarisingGenerator.IsHSBasis.depolarised_solves' depends on axioms: [propext, Classical.choice, Quot.sound]
```
